# With a stable reference, the k-th RPA frequency does not exceed the k-th Tamm-Dancoff energy

## Comparing two spectra

Suppose a program returns a fifth Tamm-Dancoff energy below the fifth RPA frequency. With a bound on the lowest state alone, we could not tell whether this is physics or a bug. A bound at every position in the spectrum settles it: for the same matrices and a stable reference, something is wrong.

The matrix $A$ couples single excitations to one another, and $B$ couples them to de-excitations. RPA, in the sense of linear response, solves

$$AX+BY=XW,\qquad BX+AY=-YW,\qquad X^TX-Y^TY=1,$$

where $W$ is the diagonal matrix of frequencies $w_i$ and the columns of $X$ and $Y$ are the amplitudes. The Tamm-Dancoff approximation drops $B$ and diagonalizes $A$. For a stable reference, in a finite real basis with frequency-independent matrices, this can raise the energy at a given position but never lower it.

## Normal modes and the bound

Assume a real invertible $Z$ and $w_i\ge 0$ with

$$A-B=ZWZ^T,\qquad A+B=Z^{-T}WZ^{-1}.$$

Such a $Z$ exists when $A-B$ and $A+B$ are positive definite, which expresses stability of the reference state. Here the factorization is a hypothesis. It allows zero frequencies, but not a zero mode for which only one of $A\pm B$ is singular.

The claim is that, for every real $\lambda$, at least as many $w_i$ as eigenvalues $a_j$ of $A$, with multiplicity, are at most $\lambda$. In ascending order, each frequency is then at most the energy at the same position. States are matched by position, not by character.

## Energies in mode coordinates

For a vector $x$, put $u=Z^Tx$ and $v=Z^{-1}x$. Then $x\cdot(A-B)x=\sum_i w_iu_i^2$ and $x\cdot(A+B)x=\sum_i w_iv_i^2$, so

$$x\cdot Ax=\tfrac12\sum_i w_i(u_i^2+v_i^2),\qquad x\cdot x=x\cdot ZZ^{-1}x=\sum_i u_iv_i.$$

Let $x\ne0$ have $u_i=0$ whenever $w_i\le\lambda$. We show that $x\cdot Ax>\lambda\,x\cdot x$.

- If $\lambda<0$, the left side is non-negative and the right side negative.
- If $\lambda\ge0$, modes with $w_i\le\lambda$ contribute $\tfrac12w_iv_i^2\ge0=\lambda u_iv_i$. For the others, $\tfrac12w_i(u_i^2+v_i^2)\ge\tfrac12\lambda(u_i^2+v_i^2)\ge\lambda u_iv_i$. Some $u_k\ne0$, since otherwise $x\cdot x=0$; then $w_k>\lambda$, and the first inequality is strict for that mode.

## Counting dimensions

Let $x=\sum_j c_je_j$ be a combination of orthonormal eigenvectors $e_j$ of $A$ with $a_j\le\lambda$. Then $x\cdot Ax=\sum_j a_jc_j^2\le\lambda\,x\cdot x$. By the strict inequality above, no non-zero $x$ of this kind has all its low-mode components $u_i$ equal to zero. The linear map from these $x$ to the $u_i$ with $w_i\le\lambda$ is therefore injective, and comparing dimensions gives the count.

For the ordered form, number positions from $k=0$ and suppose the frequency at $k$ exceeds the energy at $k$. With $\lambda$ equal to that energy, at least $k+1$ energies but at most $k$ frequencies are at most $\lambda$, a contradiction.

The same dimension count works if $A$ is diagonalized only within a subspace of trial excitations: by this argument, the ordered energies of the truncated problem also lie at or above the lowest full RPA frequencies.

## The bound in Lean

```lean
import Mathlib

open Matrix

namespace RPATammDancoffBound

variable {n : Type*} [Fintype n] [DecidableEq n]

/-- The real matrices `A`, `B` of linear response are brought to normal modes by an invertible
`Z`, with non-negative frequencies `w`: `A - B = Z W Zᵀ` and `A + B = Z⁻ᵀ W Z⁻¹`. -/
structure IsRPAFactorization (A B Z : Matrix n n ℝ) (w : n → ℝ) : Prop where
  isUnit_det : IsUnit Z.det
  nonneg : ∀ i, 0 ≤ w i
  sub_eq : A - B = Z * diagonal w * Zᵀ
  add_eq : A + B = (Z⁻¹)ᵀ * diagonal w * Z⁻¹

/-- Two coupled excitations with frequencies 1 and 2 and a non-zero `B` have such a
factorization. -/
theorem isRPAFactorization_witness :
    IsRPAFactorization !![2, 1/2; 1/2, 5/2] !![-1, -3/2; -3/2, 1/2]
      !![1, 1; 0, 1] ![1, 2] := by
  have hinv : (!![1, 1; 0, 1] : Matrix (Fin 2) (Fin 2) ℝ)⁻¹ = !![1, -1; 0, 1] := by
    apply Matrix.inv_eq_right_inv
    ext i j
    fin_cases i <;> fin_cases j <;> norm_num [Matrix.mul_apply, Fin.sum_univ_succ]
  refine ⟨by simp [Matrix.det_fin_two], ?_, ?_, ?_⟩
  · intro i
    fin_cases i <;> norm_num
  · ext i j
    fin_cases i <;> fin_cases j <;>
      norm_num [Matrix.mul_apply, Fin.sum_univ_succ, Matrix.vecMul_diagonal]
  · rw [hinv]
    ext i j
    fin_cases i <;> fin_cases j <;>
      norm_num [Matrix.mul_apply, Fin.sum_univ_succ, Matrix.diagonal_apply]

/-- For an RPA factorization, the amplitudes `X = (Z + Z⁻ᵀ)/2` and `Y = (Z - Z⁻ᵀ)/2` solve the RPA
equations with frequencies `w` and satisfy the normalization `XᵀX - YᵀY = 1`. -/
theorem rpa_equations {A B Z X Y : Matrix n n ℝ} {w : n → ℝ} (h : IsRPAFactorization A B Z w)
    (hX : X = (1/2 : ℝ) • (Z + (Z⁻¹)ᵀ)) (hY : Y = (1/2 : ℝ) • (Z - (Z⁻¹)ᵀ)) :
    A * X + B * Y = X * diagonal w ∧ B * X + A * Y = -(Y * diagonal w) ∧
      Xᵀ * X - Yᵀ * Y = 1 := by
  have r1 : Zᵀ * (Z⁻¹)ᵀ = 1 := by
    rw [← Matrix.transpose_mul, Matrix.nonsing_inv_mul _ h.isUnit_det, Matrix.transpose_one]
  have r2 : (Z⁻¹)ᵀᵀ * Z = 1 := by
    rw [Matrix.transpose_transpose, Matrix.nonsing_inv_mul _ h.isUnit_det]
  -- up to the factor `W`, `A + B` and `A - B` exchange `X + Y = Z` and `X - Y = Z⁻ᵀ`
  have p : (A + B) * Z = (Z⁻¹)ᵀ * diagonal w := by
    rw [h.add_eq, Matrix.mul_assoc, Matrix.nonsing_inv_mul _ h.isUnit_det, Matrix.mul_one]
  have q : (A - B) * (Z⁻¹)ᵀ = Z * diagonal w := by
    rw [h.sub_eq, Matrix.mul_assoc, r1, Matrix.mul_one]
  subst hX hY
  refine ⟨?_, ?_, ?_⟩
  · calc _ = (1/2 : ℝ) • ((A + B) * Z + (A - B) * (Z⁻¹)ᵀ) := by
          simp only [Matrix.mul_smul, Matrix.mul_add, Matrix.mul_sub, Matrix.add_mul,
            Matrix.sub_mul]
          module
      _ = _ := by
          rw [p, q, Matrix.smul_mul, Matrix.add_mul]
          module
  · calc _ = (1/2 : ℝ) • ((A + B) * Z - (A - B) * (Z⁻¹)ᵀ) := by
          simp only [Matrix.mul_smul, Matrix.mul_add, Matrix.mul_sub, Matrix.add_mul,
            Matrix.sub_mul]
          module
      _ = _ := by
          rw [p, q, Matrix.smul_mul, Matrix.sub_mul]
          module
  · calc _ = (1/2 : ℝ) • (Zᵀ * (Z⁻¹)ᵀ + (Z⁻¹)ᵀᵀ * Z) := by
          simp only [Matrix.transpose_smul, Matrix.transpose_add, Matrix.transpose_sub,
            Matrix.smul_mul, Matrix.mul_smul, Matrix.mul_add, Matrix.mul_sub, Matrix.add_mul,
            Matrix.sub_mul]
          module
      _ = _ := by
          rw [r1, r2]
          module

/-- The Tamm-Dancoff matrix `A` of an RPA factorization is symmetric. -/
theorem tda_isHermitian {A B Z : Matrix n n ℝ} {w : n → ℝ} (h : IsRPAFactorization A B Z w) :
    A.IsHermitian := by
  have h1 : (A - B)ᵀ = A - B := by
    rw [h.sub_eq]
    simp only [transpose_mul, transpose_transpose, diagonal_transpose, Matrix.mul_assoc]
  have h2 : (A + B)ᵀ = A + B := by
    rw [h.add_eq]
    simp only [transpose_mul, transpose_transpose, diagonal_transpose, Matrix.mul_assoc]
  refine Matrix.IsHermitian.ext fun i j => ?_
  have a := congrFun (congrFun h1 i) j
  have b := congrFun (congrFun h2 i) j
  simp only [transpose_apply, Matrix.sub_apply, Matrix.add_apply] at a b
  rw [star_trivial]
  linarith

/-- A quadratic form `M W Mᵀ` is a sum over modes of `w i` times a squared amplitude. -/
theorem quadratic_modes (M : Matrix n n ℝ) (w x : n → ℝ) :
    x ⬝ᵥ (M * diagonal w * Mᵀ) *ᵥ x = ∑ i, w i * (Mᵀ *ᵥ x) i ^ 2 := by
  rw [← Matrix.mulVec_mulVec, ← Matrix.mulVec_mulVec, Matrix.dotProduct_mulVec,
    ← Matrix.mulVec_transpose]
  simp only [dotProduct, Matrix.mulVec_diagonal]
  exact Finset.sum_congr rfl fun i _ => by ring

/-- Given an RPA factorization, if a non-zero `x` has `(Zᵀ x) i = 0` for every mode with frequency
at most `lam`, then its Tamm-Dancoff energy expectation value exceeds `lam`. -/
theorem lt_tda_energy {A B Z : Matrix n n ℝ} {w : n → ℝ} (h : IsRPAFactorization A B Z w)
    {x : n → ℝ} (hx : x ≠ 0) {lam : ℝ} (hlow : ∀ i, w i ≤ lam → (Zᵀ *ᵥ x) i = 0) :
    lam * (x ⬝ᵥ x) < x ⬝ᵥ A *ᵥ x := by
  have hE : x ⬝ᵥ A *ᵥ x = ∑ i, w i * ((Zᵀ *ᵥ x) i ^ 2 + (Z⁻¹ *ᵥ x) i ^ 2) / 2 := by
    have hs := quadratic_modes Z w x
    have ha := quadratic_modes (Z⁻¹)ᵀ w x
    rw [← h.sub_eq, Matrix.sub_mulVec, dotProduct_sub] at hs
    rw [Matrix.transpose_transpose, ← h.add_eq, Matrix.add_mulVec, dotProduct_add] at ha
    rw [← Finset.sum_div]
    simp only [mul_add, Finset.sum_add_distrib]
    linarith
  have hN : x ⬝ᵥ x = ∑ i, (Zᵀ *ᵥ x) i * (Z⁻¹ *ᵥ x) i := by
    change _ = (Zᵀ *ᵥ x) ⬝ᵥ (Z⁻¹ *ᵥ x)
    rw [Matrix.mulVec_transpose, ← Matrix.dotProduct_mulVec, Matrix.mulVec_mulVec,
      Matrix.mul_nonsing_inv _ h.isUnit_det, Matrix.one_mulVec]
  have hpos : 0 < x ⬝ᵥ x := by
    obtain ⟨i, hi⟩ := Function.ne_iff.1 hx
    exact Finset.sum_pos' (fun j _ => mul_self_nonneg (x j))
      ⟨i, Finset.mem_univ i, mul_self_pos.2 hi⟩
  rcases lt_or_ge lam 0 with hneg | hlam
  · have h0 : 0 ≤ x ⬝ᵥ A *ᵥ x := by
      rw [hE]
      exact Finset.sum_nonneg fun i _ => by
        have := h.nonneg i
        positivity
    linarith [mul_neg_of_neg_of_pos hneg hpos]
  · -- some mode above `lam` is populated, and it makes the inequality strict
    obtain ⟨k, hk⟩ : ∃ k, (Zᵀ *ᵥ x) k ≠ 0 := by
      by_contra hall
      have h0 : ∀ k, (Zᵀ *ᵥ x) k = 0 := fun k => by
        by_contra hk
        exact hall ⟨k, hk⟩
      rw [hN, Finset.sum_eq_zero fun i _ => by rw [h0 i, zero_mul]] at hpos
      exact lt_irrefl _ hpos
    rw [hE, hN, Finset.mul_sum]
    refine Finset.sum_lt_sum (fun i _ => ?_) ⟨k, Finset.mem_univ k, ?_⟩
    · rcases le_or_gt (w i) lam with hi | hi
      · rw [hlow i hi, zero_mul, mul_zero]
        have := h.nonneg i
        positivity
      · nlinarith [mul_nonneg hlam (sq_nonneg ((Zᵀ *ᵥ x) i - (Z⁻¹ *ᵥ x) i)),
          mul_nonneg (sub_pos.2 hi).le
            (add_nonneg (sq_nonneg ((Zᵀ *ᵥ x) i)) (sq_nonneg ((Z⁻¹ *ᵥ x) i)))]
    · have hkl : lam < w k := lt_of_not_ge fun hle => hk (hlow k hle)
      have hsq : 0 < (Zᵀ *ᵥ x) k ^ 2 + (Z⁻¹ *ᵥ x) k ^ 2 := by positivity
      nlinarith [mul_nonneg hlam (sq_nonneg ((Zᵀ *ᵥ x) k - (Z⁻¹ *ᵥ x) k)),
        mul_pos (sub_pos.2 hkl) hsq]

/-- A combination of orthonormal eigenvectors of `A` (columns of `U`, energies `a`) without
components above `lam` has energy expectation value at most `lam`. -/
theorem energy_le_of_low_states {A U : Matrix n n ℝ} {a c : n → ℝ} {lam : ℝ}
    (hU : Uᵀ * U = 1) (hAU : A * U = U * diagonal a) (hc : ∀ j, lam < a j → c j = 0) :
    (U *ᵥ c) ⬝ᵥ A *ᵥ (U *ᵥ c) ≤ lam * ((U *ᵥ c) ⬝ᵥ (U *ᵥ c)) := by
  have iso : ∀ d e : n → ℝ, (U *ᵥ d) ⬝ᵥ (U *ᵥ e) = d ⬝ᵥ e := fun d e => by
    rw [Matrix.dotProduct_mulVec, ← Matrix.mulVec_transpose, Matrix.mulVec_mulVec, hU,
      Matrix.one_mulVec]
  rw [Matrix.mulVec_mulVec, hAU, ← Matrix.mulVec_mulVec, iso, iso]
  simp only [dotProduct, Matrix.mulVec_diagonal, Finset.mul_sum]
  refine Finset.sum_le_sum fun j _ => ?_
  rcases le_or_gt (a j) lam with hj | hj
  · nlinarith [mul_nonneg (sub_nonneg.2 hj) (mul_self_nonneg (c j))]
  · simp [hc j hj]

/-- State-by-state Tamm-Dancoff bound: given an RPA factorization, for every real `lam` at least as
many RPA frequencies as Tamm-Dancoff energies, counted with multiplicity, are at most `lam`. -/
theorem card_tda_le_card_rpa {A B Z : Matrix n n ℝ} {w : n → ℝ}
    (h : IsRPAFactorization A B Z w) (lam : ℝ) :
    (Finset.univ.filter fun i => (tda_isHermitian h).eigenvalues i ≤ lam).card ≤
      (Finset.univ.filter fun i => w i ≤ lam).card := by
  have hA := tda_isHermitian h
  obtain ⟨U, hU, hAU⟩ : ∃ U : Matrix n n ℝ, Uᵀ * U = 1 ∧
      A * U = U * diagonal hA.eigenvalues := by
    refine ⟨hA.eigenvectorUnitary, ?_, ?_⟩
    · have hu := Matrix.mem_unitaryGroup_iff'.1 hA.eigenvectorUnitary.2
      rwa [Matrix.star_eq_conjTranspose, Matrix.conjTranspose_eq_transpose_of_trivial] at hu
    · ext i j
      have hv := congrFun (hA.mulVec_eigenvectorBasis j) i
      rw [Matrix.mul_diagonal]
      simpa only [Matrix.mul_apply, Matrix.mulVec, dotProduct,
        Matrix.IsHermitian.eigenvectorUnitary_apply, Pi.smul_apply, smul_eq_mul, mul_comm]
        using hv
  -- coefficients on the low Tamm-Dancoff states, extended by zero
  let ext0 : ({i // hA.eigenvalues i ≤ lam} → ℝ) →ₗ[ℝ] (n → ℝ) :=
    { toFun := fun c j => if hj : hA.eigenvalues j ≤ lam then c ⟨j, hj⟩ else 0
      map_add' := fun c d => by
        ext j
        by_cases hj : hA.eigenvalues j ≤ lam <;> simp [hj]
      map_smul' := fun r c => by
        ext j
        by_cases hj : hA.eigenvalues j ≤ lam <;> simp [hj] }
  -- their amplitudes on the low RPA modes
  let f : ({i // hA.eigenvalues i ≤ lam} → ℝ) →ₗ[ℝ] ({i // w i ≤ lam} → ℝ) :=
    (LinearMap.funLeft ℝ ℝ Subtype.val) ∘ₗ (Zᵀ * U).mulVecLin ∘ₗ ext0
  have hf : Function.Injective f := by
    rw [injective_iff_map_eq_zero]
    intro c hc
    by_contra hne
    have hx : U *ᵥ ext0 c ≠ 0 := by
      intro hx
      have h0 : ext0 c = 0 := by
        rw [← Matrix.one_mulVec (ext0 c), ← hU, ← Matrix.mulVec_mulVec, hx,
          Matrix.mulVec_zero]
      apply hne
      ext s
      have hs := congrFun h0 s.1
      simpa [ext0, s.2] using hs
    have hlt := lt_tda_energy h hx (lam := lam) fun i hi => by
      rw [Matrix.mulVec_mulVec]
      exact congrFun hc ⟨i, hi⟩
    have hle := energy_le_of_low_states (c := ext0 c) (lam := lam) hU hAU
      fun j hj => dif_neg (not_le_of_gt hj)
    exact absurd hlt (not_lt_of_ge hle)
  have hdim := LinearMap.finrank_le_finrank_of_injective hf
  rw [Module.finrank_fintype_fun_eq_card, Module.finrank_fintype_fun_eq_card,
    Fintype.card_subtype, Fintype.card_subtype] at hdim
  exact hdim

/-- Given an RPA factorization, with RPA frequencies and Tamm-Dancoff energies both listed in
ascending order, each RPA frequency is at most the Tamm-Dancoff energy at the same position. -/
theorem rpa_le_tda_ordered {A B Z : Matrix n n ℝ} {w : n → ℝ}
    (h : IsRPAFactorization A B Z w) {N : ℕ} (τ σ : Fin N ≃ n)
    (hτ : Monotone fun k => w (τ k))
    (hσ : Monotone fun k => (tda_isHermitian h).eigenvalues (σ k)) (k : Fin N) :
    w (τ k) ≤ (tda_isHermitian h).eigenvalues (σ k) := by
  by_contra hcon
  have hcount := card_tda_le_card_rpa h ((tda_isHermitian h).eigenvalues (σ k))
  -- at least `k + 1` energies, but at most `k` frequencies, would be at most the energy at `k`
  have h1 := Finset.card_le_card (show (Finset.Iic k).map σ.toEmbedding ⊆
      Finset.univ.filter fun i => (tda_isHermitian h).eigenvalues i ≤
        (tda_isHermitian h).eigenvalues (σ k) by
    intro i hi
    obtain ⟨j, hj, rfl⟩ := Finset.mem_map.1 hi
    exact Finset.mem_filter.2 ⟨Finset.mem_univ _, hσ (Finset.mem_Iic.1 hj)⟩)
  have h2 := Finset.card_le_card (show (Finset.univ.filter fun i => w i ≤
      (tda_isHermitian h).eigenvalues (σ k)) ⊆ (Finset.Iio k).map τ.toEmbedding by
    intro i hi
    refine Finset.mem_map.2 ⟨τ.symm i, Finset.mem_Iio.2 (lt_of_not_ge fun hk => hcon ?_),
      τ.apply_symm_apply i⟩
    have hm : w (τ k) ≤ w (τ (τ.symm i)) := hτ hk
    rw [τ.apply_symm_apply] at hm
    exact hm.trans (Finset.mem_filter.1 hi).2)
  rw [Finset.card_map, Fin.card_Iic] at h1
  rw [Finset.card_map, Fin.card_Iio] at h2
  omega

end RPATammDancoffBound
```

```lean
#print axioms RPATammDancoffBound.rpa_equations
-- 'RPATammDancoffBound.rpa_equations' depends on axioms: [propext, Classical.choice, Quot.sound]
#print axioms RPATammDancoffBound.lt_tda_energy
-- 'RPATammDancoffBound.lt_tda_energy' depends on axioms: [propext, Classical.choice, Quot.sound]
#print axioms RPATammDancoffBound.rpa_le_tda_ordered
-- 'RPATammDancoffBound.rpa_le_tda_ordered' depends on axioms: [propext, Classical.choice, Quot.sound]
```

## Reading the statements

The finite type `n` labels both excitations and modes, and `IsRPAFactorization` holds the hypotheses on $Z$ and $w$. In `card_tda_le_card_rpa`, the two filtered sets count energies and frequencies up to `lam`. In `rpa_le_tda_ordered`, the bijections `σ` and `τ` list them in ascending order.

`rpa_equations` ties `w` to the physics: $X+Y=Z$ and $X-Y=Z^{-T}$ give normalized solutions. `isRPAFactorization_witness` supplies an example with frequencies 1 and 2; diagonalizing its $A$ gives $(9\pm\sqrt5)/4$, about 1.69 and 2.81.

## From the lemmas to the count

`tda_isHermitian` derives the symmetry of $A$ from that of $A\pm B$. `quadratic_modes` supplies the sums over modes, and `lt_tda_energy` proves the strict inequality, with `nlinarith` combining the squares mode by mode. `energy_le_of_low_states` is the opposite estimate.

In the counting theorem, `ext0` extends coefficients on low Tamm-Dancoff states by zero, and `f` sends them to the low-mode components of $Z^Tx$. The two estimates make `f` injective, and `LinearMap.finrank_le_finrank_of_injective` compares the dimensions. In the ordered theorem, `h1` and `h2` are the bounds $k+1$ and $k$, and `omega` finds the contradiction.
